# Spin-flip CI from M up electrons in M orbitals matches full CI with M − 1 up and one down, if both spin counts are conserved

## Does flipping one spin reach every determinant?

Put two spin-up electrons in two orbitals, labelled 0 and 1. Now take one electron out of either orbital and put it back, spin down, in either orbital. There are two choices for the removal and two for the return, and the four results appear to be all the two-electron determinants with $S_z=0$: two with one electron in each orbital, and two with both electrons in the same orbital. If so, spin-flip CI should be exact for this system.

I believe the same counting gives $M^2$ determinants for $M$ electrons in $M$ orbitals, but I would like to see it made rigorous. Are the flips really all distinct, do they miss nothing, and what must the Hamiltonian satisfy for "exact" to be true? I would also like the argument machine-checked in Lean.

## Yes: one hole and one down electron label each determinant

Write $|u;d\rangle$ for the determinant whose up electrons occupy the set of orbitals $u$ and whose down electrons occupy the set $d$. Your reference is $|\{0,1\};\emptyset\rangle$, and the flip $(i,a)$ removes the up electron from orbital $i$ and places a down electron in orbital $a$:

| Flip $(i,a)$ | Result |
|---|---|
| $(0,0)$ | $\lvert\{1\};\{0\}\rangle$ |
| $(0,1)$ | $\lvert\{1\};\{1\}\rangle$ |
| $(1,0)$ | $\lvert\{0\};\{0\}\rangle$ |
| $(1,1)$ | $\lvert\{0\};\{1\}\rangle$ |

The missing up electron tells you $i$, and the down electron tells you $a$. This works for every $M\ge 1$. Let $O=\{0,\dots,M-1\}$ be the set of orbitals. The reference is $|O;\emptyset\rangle$, and a flip gives

$$|\Phi_i^a\rangle = |O\setminus\{i\};\{a\}\rangle .$$

**Electron count.** One up electron has gone and one down electron has appeared, so $N_\uparrow=M-1$ and $N_\downarrow=1$.

**No repetitions.** If $\Phi_i^a=\Phi_j^b$, then $O\setminus\{i\}=O\setminus\{j\}$ and $\{a\}=\{b\}$. Hence $i=j$ and $a=b$.

**Nothing missed.** Let $|u;d\rangle$ have $M-1$ up electrons and one down electron. Then $O\setminus u$ has exactly one element, say $i$, and $d=\{a\}$ for some $a$. So $|u;d\rangle=\Phi_i^a$. The sector $\mathcal S$ of all such determinants therefore has $M\cdot M=M^2$ members.

**Spin projection.** In units of $\hbar$,

$$S_z=\tfrac12(N_\uparrow-N_\downarrow)=\tfrac12(M-2),$$

which vanishes only for $M=2$.

**Energies.** Let $H$ be the Hamiltonian matrix in the basis of determinants, and let $\Psi$ be a wavefunction with coefficients $\Psi_D$ that vanish outside $\mathcal S$. Put $c_{jb}=\Psi_{\Phi_j^b}$. For every determinant $D$,

$$(H\Psi)_D=\sum_{D'}H_{DD'}\Psi_{D'}=\sum_{j,b}H_{D,\Phi_j^b}\,c_{jb}.$$

If $D=\Phi_i^a$, the equation $(H\Psi)_D=E\Psi_D$ reads

$$\sum_{j,b}H_{\Phi_i^a,\Phi_j^b}\,c_{jb}=E\,c_{ia},$$

which is the spin-flip CI equation. If $D$ lies outside $\mathcal S$, the right side $E\Psi_D$ is zero. The left side is zero too, provided that $H$ does not connect determinants with different $N_\uparrow$ or $N_\downarrow$. So the full equation and the CI equation are equivalent. A nonzero $c$ extends by zeros to a nonzero $\Psi$, and a nonzero $\Psi$ supported in $\mathcal S$ restricts to a nonzero $c$. The two problems have the same energies.

Exactness is thus not special to $M=2$. What is special there is that the sector happens to be the $S_z=0$ sector.

The smallest case is $M=1$. There is one flip, its result is $|\emptyset;\{0\}\rangle$, and the CI matrix is a single number, the energy of one down electron in the only orbital.

## What the theorems say about determinants and Hamiltonians

A `Det M` is a pair of finite sets of orbitals, up first and down second. The type contains determinants of every electron number, so `H` is a complex matrix on the whole Fock space of the $M$ orbitals. The functions `highSpin`, `flip` and `spinFlip` are the reference and the flips above, with the pair `p` standing for $(i,a)$. The set `flippedSector M` is $\mathcal S$; its condition `D.1.card + 1 = M` says $N_\uparrow=M-1$.

A flip here yields an occupation pattern without the fermionic sign of the operator that produces it. Changing the sign of a basis vector changes coefficients but not energies. The eigenvalue equations contain no overlap matrix, which corresponds to orthonormal orbitals.

`ConservesSpin H` says that a nonzero matrix element connects only determinants with equal $N_\uparrow$ and equal $N_\downarrow$. This is assumed of `H`. The usual spin-independent electronic Hamiltonian satisfies this condition, whereas spin–orbit coupling, a transverse magnetic field or terms that change the electron number generally violate it. It does not require conservation of $S^2$, and `H` need not be Hermitian, which is why `E` is complex.

The main statements are these:

- `spinFlip_injective` and `spinFlip_complete`: the flips are distinct, they make up exactly `flippedSector M`, and that set has `M ^ 2` elements.
- `reaches_szZero_iff`: some flip has equally many up and down electrons if and only if $M=2$.
- `spinFlipCI_exact`: a number `E` is an eigenvalue of the spin-flip CI matrix `H.submatrix spinFlip spinFlip` if and only if `H` has a nonzero eigenvector with eigenvalue `E` supported in the sector.
- `two_orbital_exact`: for $M=2$ the flips are all four two-electron determinants with $S_z=0$, and the energies agree with full CI there.

The energy theorem compares which values of `E` occur; the correspondence between wavefunctions is in `schrodinger_iff`.

Spin-flip methods are used for diradicals and bond breaking, where a high-spin reference is easier to describe than the low-spin target. The result shows that single flips lose nothing relative to full CI in the sector with $M-1$ up electrons and one down electron, when the model consists only of the $M$ orbitals singly occupied in the reference. For $M\ge 4$ this sector has $S_z\ge 1$, so it contains no singlet or doublet states. The reference has no doubly occupied or empty orbitals, and the model does not include a correlated treatment of the reference such as equation-of-motion coupled cluster provides. The restriction matters: add one empty orbital to your two-orbital example, and there are nine determinants with one up and one down electron but only six single flips.

```lean
import Mathlib

open Matrix

namespace SpinFlipCI

noncomputable section

/-- A determinant in `M` orbitals: the set of orbitals occupied by up-spin electrons and the set
occupied by down-spin electrons. -/
abbrev Det (M : ℕ) := Finset (Fin M) × Finset (Fin M)

/-- The high-spin reference: every orbital holds one up-spin electron. -/
def highSpin (M : ℕ) : Det M := (Finset.univ, ∅)

/-- Remove an up-spin electron from orbital `i` and place a down-spin electron in orbital `a`. -/
def flip {M : ℕ} (D : Det M) (i a : Fin M) : Det M := (D.1.erase i, insert a D.2)

/-- The determinant obtained from the high-spin reference by the spin flip `p.1 → p.2`. -/
def spinFlip {M : ℕ} (p : Fin M × Fin M) : Det M := flip (highSpin M) p.1 p.2

/-- All determinants with `M - 1` up-spin electrons and one down-spin electron. -/
def flippedSector (M : ℕ) : Finset (Det M) :=
  Finset.univ.filter (fun D => D.1.card + 1 = M ∧ D.2.card = 1)

/-- All determinants of two electrons in two orbitals with equally many up and down spins. -/
def szZeroSector : Finset (Det 2) :=
  Finset.univ.filter (fun D => D.1.card + D.2.card = 2 ∧ D.1.card = D.2.card)

/-- The Hamiltonian couples only determinants with the same number of up-spin electrons and the
same number of down-spin electrons. -/
def ConservesSpin {M : ℕ} (H : Matrix (Det M) (Det M) ℂ) : Prop :=
  ∀ D D', H D D' ≠ 0 → D.1.card = D'.1.card ∧ D.2.card = D'.2.card

/-- A spin flip leaves `M - 1` up-spin electrons and creates one down-spin electron. -/
theorem spinFlip_card {M : ℕ} (p : Fin M × Fin M) :
    (spinFlip p).1.card + 1 = M ∧ (spinFlip p).2.card = 1 := by
  constructor
  · have h := Finset.card_erase_add_one (Finset.mem_univ p.1)
    rw [Finset.card_univ, Fintype.card_fin] at h
    exact h
  · simp [spinFlip, flip, highSpin]

/-- Different spin flips of the high-spin reference give different determinants. -/
theorem spinFlip_injective (M : ℕ) : Function.Injective (spinFlip (M := M)) := by
  rintro ⟨i, a⟩ ⟨j, b⟩ h
  have h1 : Finset.univ.erase i = Finset.univ.erase j := congrArg Prod.fst h
  have h2 : (insert a ∅ : Finset (Fin M)) = insert b ∅ := congrArg Prod.snd h
  -- the hole identifies the emptied orbital, the down electron the filled one
  have hi : i ∉ Finset.univ.erase j := by
    rw [← h1]
    simp
  have hij : i = j := by simpa using hi
  have hab : a = b := by simpa using h2
  rw [hij, hab]

/-- A determinant has `M - 1` up-spin electrons and one down-spin electron exactly when it is a
single spin flip of the high-spin reference. -/
theorem mem_flippedSector_iff {M : ℕ} (D : Det M) :
    D ∈ flippedSector M ↔ ∃ p, spinFlip p = D := by
  constructor
  · intro h
    obtain ⟨u, d⟩ := D
    simp only [flippedSector, Finset.mem_filter, Finset.mem_univ, true_and] at h
    obtain ⟨hu, hd⟩ := h
    obtain ⟨a, rfl⟩ := Finset.card_eq_one.1 hd
    -- exactly one orbital has lost its up-spin electron
    have hc : uᶜ.card = 1 := by
      rw [Finset.card_compl, Fintype.card_fin]
      omega
    obtain ⟨i, hi⟩ := Finset.card_eq_one.1 hc
    refine ⟨(i, a), Prod.ext ?_ ?_⟩
    · change Finset.univ.erase i = u
      ext x
      have hx : x ∈ uᶜ ↔ x = i := by rw [hi, Finset.mem_singleton]
      rw [Finset.mem_compl] at hx
      simp only [Finset.mem_erase, Finset.mem_univ, and_true, ne_eq]
      tauto
    · simp [spinFlip, flip, highSpin]
  · rintro ⟨p, rfl⟩
    exact Finset.mem_filter.2 ⟨Finset.mem_univ _, spinFlip_card p⟩

/-- The spin flips of the high-spin reference are all the determinants with `M - 1` up-spin
electrons and one down-spin electron, and there are `M ^ 2` of them. -/
theorem spinFlip_complete (M : ℕ) :
    Finset.univ.image (spinFlip (M := M)) = flippedSector M ∧
      (flippedSector M).card = M ^ 2 := by
  have h : Finset.univ.image (spinFlip (M := M)) = flippedSector M := by
    ext D
    simp only [Finset.mem_image, Finset.mem_univ, true_and, mem_flippedSector_iff]
  refine ⟨h, ?_⟩
  rw [← h, Finset.card_image_of_injective _ (spinFlip_injective M), Finset.card_univ,
    Fintype.card_prod, Fintype.card_fin, sq]

/-- A single spin flip of the high-spin reference can reach equal numbers of up and down spins
only for two orbitals, and there it does. -/
theorem reaches_szZero_iff (M : ℕ) :
    (∃ p : Fin M × Fin M, (spinFlip p).1.card = (spinFlip p).2.card) ↔ M = 2 := by
  constructor
  · rintro ⟨p, hp⟩
    have h := spinFlip_card p
    omega
  · rintro rfl
    have h := spinFlip_card ((0, 0) : Fin 2 × Fin 2)
    exact ⟨(0, 0), by omega⟩

/-- If `H` conserves both spin counts, then for a wavefunction in the sector with `M - 1` up-spin
electrons and one down-spin electron, the full Schrödinger equation is equivalent to the spin-flip
CI equation for its coefficients. -/
theorem schrodinger_iff {M : ℕ} {H : Matrix (Det M) (Det M) ℂ} (hH : ConservesSpin H)
    {Ψ : Det M → ℂ} (hΨ : ∀ D, D ∉ flippedSector M → Ψ D = 0) (E : ℂ) :
    H *ᵥ Ψ = E • Ψ ↔
      H.submatrix spinFlip spinFlip *ᵥ (Ψ ∘ spinFlip) = E • (Ψ ∘ spinFlip) := by
  -- only spin-flipped determinants contribute to the action of H
  have key : ∀ D, (H *ᵥ Ψ) D = ∑ p, H D (spinFlip p) * Ψ (spinFlip p) := by
    intro D
    calc (H *ᵥ Ψ) D = ∑ D', H D D' * Ψ D' := rfl
      _ = ∑ D' ∈ flippedSector M, H D D' * Ψ D' :=
          (Finset.sum_subset (Finset.subset_univ _)
            (fun D' _ h => by rw [hΨ D' h, mul_zero])).symm
      _ = ∑ p, H D (spinFlip p) * Ψ (spinFlip p) := by
          rw [← (spinFlip_complete M).1, Finset.sum_image (spinFlip_injective M).injOn]
  constructor
  · intro h
    funext p
    have hp := congrFun h (spinFlip p)
    rw [key] at hp
    exact hp
  · intro h
    funext D
    rw [key]
    by_cases hD : D ∈ flippedSector M
    · obtain ⟨p, rfl⟩ := (mem_flippedSector_iff D).1 hD
      exact congrFun h p
    · -- spin conservation forbids any component outside the sector
      rw [Pi.smul_apply, hΨ D hD, smul_zero]
      refine Finset.sum_eq_zero (fun p _ => ?_)
      have h0 : H D (spinFlip p) = 0 := by
        by_contra hne
        obtain ⟨h1, h2⟩ := hH _ _ hne
        have hc := spinFlip_card p
        exact hD (Finset.mem_filter.2 ⟨Finset.mem_univ _, by omega, by omega⟩)
      rw [h0, zero_mul]

/-- If `H` conserves the numbers of up-spin and down-spin electrons, spin-flip CI has exactly the
energies of full CI in the sector with `M - 1` up-spin electrons and one down-spin electron. -/
theorem spinFlipCI_exact {M : ℕ} {H : Matrix (Det M) (Det M) ℂ} (hH : ConservesSpin H) (E : ℂ) :
    (∃ c : Fin M × Fin M → ℂ, c ≠ 0 ∧ H.submatrix spinFlip spinFlip *ᵥ c = E • c) ↔
      ∃ Ψ : Det M → ℂ, Ψ ≠ 0 ∧ (∀ D, D ∉ flippedSector M → Ψ D = 0) ∧ H *ᵥ Ψ = E • Ψ := by
  constructor
  · rintro ⟨c, hc, h⟩
    -- extend the CI coefficients by zero to all determinants
    have hcomp : Function.extend spinFlip c 0 ∘ spinFlip = c :=
      funext (fun p => (spinFlip_injective M).extend_apply c 0 p)
    have hsupp : ∀ D, D ∉ flippedSector M → Function.extend spinFlip c 0 D = 0 :=
      fun D hD => Function.extend_apply' c (0 : Det M → ℂ) D
        (fun hp => hD ((mem_flippedSector_iff D).2 hp))
    refine ⟨Function.extend spinFlip c 0, fun h0 => hc ?_, hsupp, ?_⟩
    · rw [← hcomp, h0]
      rfl
    · rw [schrodinger_iff hH hsupp, hcomp]
      exact h
  · rintro ⟨Ψ, hne, hΨ, h⟩
    refine ⟨Ψ ∘ spinFlip, fun h0 => hne ?_, (schrodinger_iff hH hΨ E).1 h⟩
    funext D
    by_cases hD : D ∈ flippedSector M
    · obtain ⟨p, rfl⟩ := (mem_flippedSector_iff D).1 hD
      exact congrFun h0 p
    · exact hΨ D hD

/-- For two orbitals the spin flips give all four two-electron determinants with `Sz = 0`, and if
`H` conserves the numbers of up-spin and down-spin electrons, spin-flip CI has exactly the full CI
energies of that sector. -/
theorem two_orbital_exact {H : Matrix (Det 2) (Det 2) ℂ} (hH : ConservesSpin H) :
    Finset.univ.image (spinFlip (M := 2)) = szZeroSector ∧ szZeroSector.card = 4 ∧
      ∀ E : ℂ, (∃ c : Fin 2 × Fin 2 → ℂ, c ≠ 0 ∧
          H.submatrix spinFlip spinFlip *ᵥ c = E • c) ↔
        ∃ Ψ : Det 2 → ℂ, Ψ ≠ 0 ∧ (∀ D, D ∉ szZeroSector → Ψ D = 0) ∧ H *ᵥ Ψ = E • Ψ := by
  have h : szZeroSector = flippedSector 2 := by
    ext D
    simp only [szZeroSector, flippedSector, Finset.mem_filter, Finset.mem_univ, true_and]
    omega
  rw [h]
  exact ⟨(spinFlip_complete 2).1, (spinFlip_complete 2).2, spinFlipCI_exact hH⟩

/-- The two-site Hubbard Hamiltonian with hopping `t` and on-site repulsion `U`, with up-spin
orbitals ordered before down-spin orbitals. -/
def hubbardDimer (t U : ℝ) : Matrix (Det 2) (Det 2) ℂ := fun D D' =>
  if D = D' then (U : ℂ) * ((D.1 ∩ D.2).card : ℂ)
  else if (D.1.card = D'.1.card ∧ D.2 = D'.2) ∨ (D.1 = D'.1 ∧ D.2.card = D'.2.card)
    then -(t : ℂ) else 0

/-- The Hubbard dimer conserves the numbers of up-spin and down-spin electrons, and it couples
two different `Sz = 0` determinants with amplitude `-t`. -/
theorem conservesSpin_witness (t U : ℝ) :
    ConservesSpin (hubbardDimer t U) ∧
      hubbardDimer t U ({0}, {0}) ({1}, {0}) = -(t : ℂ) := by
  constructor
  · intro D D' h
    by_cases h1 : D = D'
    · rw [h1]
      exact ⟨rfl, rfl⟩
    · by_cases h2 : (D.1.card = D'.1.card ∧ D.2 = D'.2) ∨ (D.1 = D'.1 ∧ D.2.card = D'.2.card)
      · rcases h2 with ⟨a, b⟩ | ⟨a, b⟩
        · exact ⟨a, by rw [b]⟩
        · exact ⟨by rw [a], b⟩
      · exact absurd (by simp only [hubbardDimer, if_neg h1, if_neg h2]) h
  · simp [hubbardDimer]

end

end SpinFlipCI
```

```lean
#print axioms SpinFlipCI.reaches_szZero_iff
#print axioms SpinFlipCI.spinFlipCI_exact
#print axioms SpinFlipCI.two_orbital_exact
```

```
'SpinFlipCI.reaches_szZero_iff' depends on axioms: [propext, Classical.choice, Quot.sound]
'SpinFlipCI.spinFlipCI_exact' depends on axioms: [propext, Classical.choice, Quot.sound]
'SpinFlipCI.two_orbital_exact' depends on axioms: [propext, Classical.choice, Quot.sound]
```

## How the proof follows the hole and the particle

`spinFlip_card` does the electron count: erasing a member of a set lowers its size by one, and inserting `a` into the empty set gives size one.

`spinFlip_injective` splits an equality of determinants into its up and down parts. Orbital `i` is absent from `Finset.univ.erase i`, hence also from `Finset.univ.erase j`, and this forces `i = j`. The down parts are one-element sets, so `a = b`.

`mem_flippedSector_iff` is the "nothing missed" step. `Finset.card_eq_one` extracts the single down orbital `a`. The complement `uᶜ` has size one by `Finset.card_compl` and arithmetic, so the same lemma extracts the hole `i`. It remains to check, orbital by orbital, that erasing `i` from the full set gives `u`. The converse direction is the electron count.

`spinFlip_complete` turns this into an equality of sets. Since the flips are distinct, the size of their image is the number of pairs $(i,a)$, which is $M^2$. In `reaches_szZero_iff`, the electron count and `omega` force $M=2$, and the flip `(0, 0)` supplies the example in the other direction.

`schrodinger_iff` carries the physics. Its intermediate statement `key` is the displayed formula for $(H\Psi)_D$: `Finset.sum_subset` discards the determinants where $\Psi$ vanishes, and `Finset.sum_image` relabels the remaining ones by flips. From the full equation to the CI equation, one evaluates at a flipped determinant. In the other direction, `by_cases` separates determinants inside and outside the sector. Inside, the CI equation is the required component. Outside, a nonzero matrix element would put `D` in the sector by `ConservesSpin`, a contradiction, so every term of the sum is zero.

`spinFlipCI_exact` supplies the nonzero vectors. `Function.extend spinFlip c 0` is the extension of the CI coefficients by zeros, and `Ψ ∘ spinFlip` is the restriction of a full wavefunction. Both directions then use `schrodinger_iff`.

For `two_orbital_exact`, `omega` shows that two electrons with equal spin counts means one of each, so `szZeroSector` equals `flippedSector 2` and the general results apply.

Finally, `hubbardDimer` gives a concrete Hamiltonian for your two-orbital case, with hopping amplitude $-t$ and repulsion $U$ for each doubly occupied site. `conservesSpin_witness` checks that it satisfies the conservation condition: a hop moves an electron without changing its spin. It also evaluates the element between $|\{0\};\{0\}\rangle$ and $|\{1\};\{0\}\rangle$ as $-t$, so for $t\neq0$ the Hamiltonian mixes determinants within the sector.
